# Thermodynamic integration on finite state spaces: switching order can change the components but not their sum

A free-energy calculation may go from a cheap reference potential to a first-principles one in two stages, each adding part of the energy correction. At several fixed couplings $t$ one samples the ensemble, averages the energy term being switched on, integrates the averages over $t$ by quadrature, and adds the stage results. For finite-state models with linear coupling, the exact total is the same in either order, but the share credited to each term can depend on the order.

```lean
import Mathlib

open Finset

namespace ThermodynamicIntegrationOrder

noncomputable section

variable {S T : Type*} [Fintype S] [Fintype T]
```

`S` and `T` are finite sets of states. Energies are real functions on them, with no momenta or continuous coordinates.

```lean
/-- The canonical partition function of the energy `E` at inverse temperature `β`. -/
def partitionFn (β : ℝ) (E : S → ℝ) : ℝ := ∑ x, Real.exp (-β * E x)
```

This is $Z(E)=\sum_x e^{-\beta E(x)}$, with $\beta$ the inverse temperature.

```lean
/-- The Helmholtz free energy `-log Z / β`. -/
def freeEnergy (β : ℝ) (E : S → ℝ) : ℝ := -Real.log (partitionFn β E) / β
```

The free energy is $F(E)=-\ln Z(E)/\beta$, for $\beta\neq0$.

```lean
/-- The canonical average of the observable `P` in the ensemble with energy `E`. -/
def thermalAvg (β : ℝ) (E P : S → ℝ) : ℝ :=
  (∑ x, P x * Real.exp (-β * E x)) / partitionFn β E
```

The canonical average is $\langle P\rangle_E=\sum_x P(x)e^{-\beta E(x)}/Z(E)$.

```lean
/-- The integration component of `P` over the reference energy `E`: the average of `P`
in the ensemble with energy `E + t P`, integrated over the coupling `t` from 0 to 1. -/
def tiComponent (β : ℝ) (E P : S → ℝ) : ℝ :=
  ∫ t in (0 : ℝ)..1, thermalAvg β (E + t • P) P
```

The component of $P$ over $E$ is $\int_0^1\langle P\rangle_{E+tP}\,dt$. In Lean, `t • P` multiplies the function `P` by the number `t`. The definition is a true integral of averages and does not mention $F$.

```lean
/-- The partition function is positive. -/
theorem partitionFn_pos [Nonempty S] (β : ℝ) (E : S → ℝ) : 0 < partitionFn β E :=
  Finset.sum_pos (fun _ _ => Real.exp_pos _) Finset.univ_nonempty
```

`[Nonempty S]` says that there is at least one state. A non-empty sum of exponentials is positive, so $\ln Z$ and division by $Z$ are safe.

## From averages to free-energy differences

```lean
/-- The derivative of the free energy with respect to the coupling is the canonical
average of the perturbation. -/
theorem hasDerivAt_freeEnergy [Nonempty S] {β : ℝ} (hβ : β ≠ 0) (E P : S → ℝ) (t : ℝ) :
    HasDerivAt (fun s : ℝ => freeEnergy β (E + s • P)) (thermalAvg β (E + t • P) P) t := by
  -- differentiate the Boltzmann sum term by term
  have hZ : HasDerivAt (fun s : ℝ => partitionFn β (E + s • P))
      (∑ x, Real.exp (-β * (E x + t * P x)) * (-β * P x)) t := by
    simp only [partitionFn, Pi.add_apply, Pi.smul_apply, smul_eq_mul]
    apply HasDerivAt.fun_sum
    intro x _
    have h : HasDerivAt (fun s : ℝ => -β * (E x + s * P x)) (-β * P x) t :=
      ((((hasDerivAt_id' t).mul_const (P x)).const_add (E x)).const_mul (-β)).congr_deriv
        (by ring)
    exact h.exp
  have hs : ∑ x, Real.exp (-β * (E x + t * P x)) * (-β * P x)
      = -β * ∑ x, P x * Real.exp (-β * (E + t • P) x) := by
    rw [Finset.mul_sum]
    refine Finset.sum_congr rfl fun x _ => ?_
    simp only [Pi.add_apply, Pi.smul_apply, smul_eq_mul]
    ring
  have hne := (partitionFn_pos β (E + t • P)).ne'
  have alg : ∀ N Z : ℝ, Z ≠ 0 → -(-β * N / Z) / β = N / Z := by
    intro N Z hZ0
    field_simp
  rw [hs] at hZ
  refine ((hZ.log hne).fun_neg.div_const β).congr_deriv ?_
  exact alg _ _ hne
```

`HasDerivAt f f' t` means that $f$ has derivative $f'$ at $t$. By hand, with $Z(s)=\sum_x e^{-\beta(E(x)+sP(x))}$,

$$Z'(s)=-\beta\sum_x P(x)e^{-\beta(E(x)+sP(x))},\qquad \frac{dF}{ds}=-\frac{1}{\beta}\frac{Z'(s)}{Z(s)}=\langle P\rangle_{E+sP}.$$

In the proof, `hZ` differentiates the sum term by term, `hs` pulls out $-\beta$, and `alg` cancels it, which needs $\beta\neq0$.

```lean
/-- Thermodynamic integration: the component of `P` over `E` is the free-energy
difference between the energies `E + P` and `E`. -/
theorem tiComponent_eq [Nonempty S] {β : ℝ} (hβ : β ≠ 0) (E P : S → ℝ) :
    tiComponent β E P = freeEnergy β (E + P) - freeEnergy β E := by
  have hc : Continuous (fun t : ℝ => thermalAvg β (E + t • P) P) := by
    unfold thermalAvg
    refine Continuous.div ?_ ?_ (fun t => (partitionFn_pos β _).ne')
    · simp only [Pi.add_apply, Pi.smul_apply, smul_eq_mul]
      fun_prop
    · simp only [partitionFn, Pi.add_apply, Pi.smul_apply, smul_eq_mul]
      fun_prop
  have h := intervalIntegral.integral_eq_sub_of_hasDerivAt
    (fun t _ => hasDerivAt_freeEnergy hβ E P t) (hc.intervalIntegrable 0 1)
  simp only [one_smul, zero_smul, add_zero] at h
  exact h
```

Integrating the derivative from 0 to 1 gives $F(E+P)-F(E)$. The step `hc` shows that the integrand is continuous, hence integrable, and the fundamental theorem of calculus does the rest.

```lean
/-- Switching on `A` then `B`, or `B` then `A`, gives components with the same sum:
the total free-energy difference between `U + A + B` and `U`. -/
theorem components_sum_order_independent [Nonempty S] {β : ℝ} (hβ : β ≠ 0)
    (U A B : S → ℝ) :
    tiComponent β U A + tiComponent β (U + A) B
        = freeEnergy β (U + A + B) - freeEnergy β U ∧
      tiComponent β U B + tiComponent β (U + B) A
        = freeEnergy β (U + A + B) - freeEnergy β U := by
  constructor
  · rw [tiComponent_eq hβ, tiComponent_eq hβ]
    ring
  · rw [tiComponent_eq hβ, tiComponent_eq hβ, add_right_comm U B A]
    ring
```

Write $F(a,b)$ for the free energy of $U+aA+bB$. Switching on $A$ first gives

$$[F(1,0)-F(0,0)]+[F(1,1)-F(1,0)]=F(1,1)-F(0,0).$$

The other order passes through $F(0,1)$, which cancels in the same way. Lean rewrites each component as a difference, and `ring` cancels the intermediate term.

## Where the order shows

```lean
/-- For a perturbation `A` that takes different values in two states, the partition
functions at couplings 0, 1 and 2 satisfy `Z(1)² < Z(0) Z(2)`. -/
theorem partitionFn_sq_lt [Nonempty S] {β : ℝ} (hβ : β ≠ 0) (U A : S → ℝ) {x y : S}
    (hxy : A x ≠ A y) :
    partitionFn β (U + A) ^ 2 < partitionFn β U * partitionFn β (U + A + A) := by
  have h0 := partitionFn_pos β U
  have h1 : partitionFn β (U + A)
      = ∑ z, Real.exp (-β * U z) * Real.exp (-β * A z) := by
    refine Finset.sum_congr rfl fun z _ => ?_
    rw [← Real.exp_add, Pi.add_apply]
    congr 1
    ring
  have h2 : partitionFn β (U + A + A)
      = ∑ z, Real.exp (-β * U z) * Real.exp (-β * A z) ^ 2 := by
    refine Finset.sum_congr rfl fun z _ => ?_
    rw [pow_two, ← Real.exp_add, ← Real.exp_add, Pi.add_apply, Pi.add_apply]
    congr 1
    ring
  have expand : ∀ p q : ℝ,
      ∑ z, Real.exp (-β * U z) * (p * Real.exp (-β * A z) - q) ^ 2
        = p ^ 2 * partitionFn β (U + A + A) - 2 * p * q * partitionFn β (U + A)
          + q ^ 2 * partitionFn β U := by
    intro p q
    rw [h1, h2, partitionFn, Finset.mul_sum, Finset.mul_sum, Finset.mul_sum,
      ← Finset.sum_sub_distrib, ← Finset.sum_add_distrib]
    exact Finset.sum_congr rfl fun z _ => by ring
  -- the Boltzmann factor of `A` differs from its mean in at least one state
  have hz : ∃ z, partitionFn β U * Real.exp (-β * A z) - partitionFn β (U + A) ≠ 0 := by
    by_contra hcon
    push Not at hcon
    have he : Real.exp (-β * A x) = Real.exp (-β * A y) :=
      mul_left_cancel₀ h0.ne' (by linarith [hcon x, hcon y])
    exact hxy (mul_left_cancel₀ (neg_ne_zero.mpr hβ) (Real.exp_injective he))
  obtain ⟨z, hz⟩ := hz
  -- hence its weighted variance is positive
  have key : 0 < ∑ z, Real.exp (-β * U z) *
      (partitionFn β U * Real.exp (-β * A z) - partitionFn β (U + A)) ^ 2 :=
    Finset.sum_pos' (fun _ _ => by positivity)
      ⟨z, Finset.mem_univ z, mul_pos (Real.exp_pos _) (pow_pos (abs_pos.mpr hz) 2 |>.trans_eq
        (sq_abs _))⟩
  rw [expand] at key
  have hfac : 0 < partitionFn β U *
      (partitionFn β U * partitionFn β (U + A + A) - partitionFn β (U + A) ^ 2) := by
    linarith
  linarith [(mul_pos_iff_of_pos_left h0).mp hfac]
```

The hypothesis `hxy` says that $A$ is not constant. Set $w_z=e^{-\beta U(z)}$, $f_z=e^{-\beta A(z)}$ and $Z_k=\sum_z w_zf_z^k$, so that $Z_0,Z_1,Z_2$ belong to $U$, $U+A$, $U+2A$. Then

$$0<\sum_z w_z(Z_0f_z-Z_1)^2=Z_0\,(Z_0Z_2-Z_1^2).$$

The sum is a weighted variance up to a positive factor. It could vanish only if all $f_z$ were equal, which `hz` excludes because $A$ is not constant and $\beta\neq0$. The step `expand` multiplies out the square, and `key` states positivity. Dividing by $Z_0>0$ gives the claim.

```lean
/-- When two equal, non-constant perturbations are switched on in succession, the
component of the first strictly exceeds that of the second. -/
theorem component_order_dependent [Nonempty S] {β : ℝ} (hβ : 0 < β) (U A : S → ℝ)
    {x y : S} (hxy : A x ≠ A y) :
    tiComponent β (U + A) A < tiComponent β U A := by
  have h0 := partitionFn_pos β U
  have h1 := partitionFn_pos β (U + A)
  have h2 := partitionFn_pos β (U + A + A)
  have hlog := Real.log_lt_log (pow_pos h1 2) (partitionFn_sq_lt hβ.ne' U A hxy)
  rw [Real.log_pow, Real.log_mul h0.ne' h2.ne'] at hlog
  push_cast at hlog
  rw [tiComponent_eq hβ.ne', tiComponent_eq hβ.ne']
  unfold freeEnergy
  rw [← sub_div, ← sub_div]
  exact div_lt_div_of_pos_right (by linarith) hβ
```

Taking logarithms, $2\ln Z_1<\ln Z_0+\ln Z_2$. Rearranging and dividing by $\beta>0$,

$$\frac{\ln Z_1-\ln Z_2}{\beta}<\frac{\ln Z_0-\ln Z_1}{\beta}.$$

The right side is the component of $A$ over $U$, the left its component over $U+A$. With $B=A$, the latter is the component of $A$ switched on after $B$.

```lean
/-- The observable `x` on the two states `x = 0, 1`. -/
def occupation : Fin 2 → ℝ := ![0, 1]
```

The two states are 0 and 1, and the observable is the label $x$ itself.

```lean
/-- Two states with `U = 0`, `A = B = x` and `β = 1`: the component of `A` switched on
first, its component when switched on after `B`, and the strict inequality between them. -/
theorem two_state_components :
    tiComponent 1 0 occupation = Real.log 2 - Real.log (1 + Real.exp (-1)) ∧
      tiComponent 1 occupation occupation
        = Real.log (1 + Real.exp (-1)) - Real.log (1 + Real.exp (-2)) ∧
      tiComponent 1 occupation occupation < tiComponent 1 0 occupation := by
  have z0 : partitionFn 1 (0 : Fin 2 → ℝ) = 2 := by
    norm_num [partitionFn]
  have z1 : partitionFn 1 occupation = 1 + Real.exp (-1) := by
    simp [partitionFn, occupation, Fin.sum_univ_two]
  have z2 : partitionFn 1 (occupation + occupation) = 1 + Real.exp (-2) := by
    norm_num [partitionFn, occupation, Fin.sum_univ_two]
  refine ⟨?_, ?_, ?_⟩
  · rw [tiComponent_eq one_ne_zero, zero_add]
    simp only [freeEnergy, z0, z1]
    ring
  · rw [tiComponent_eq one_ne_zero]
    simp only [freeEnergy, z1, z2]
    ring
  · have h := component_order_dependent one_pos (0 : Fin 2 → ℝ) occupation
      (x := 0) (y := 1) (by simp [occupation])
    rwa [zero_add] at h
```

Here $\beta=1$, $U=0$ and $A=B=x$, so $Z_0=2$, $Z_1=1+e^{-1}$ and $Z_2=1+e^{-2}$. Hence

$$F(1,0)-F(0,0)=\ln\frac{2}{1+e^{-1}}\approx0.380,\qquad F(1,1)-F(0,1)=\ln\frac{1+e^{-1}}{1+e^{-2}}\approx0.186.$$

The proof evaluates the three sums and takes the inequality from the general theorem.

## Uncoupled subsystems

```lean
/-- For two uncoupled subsystems, the component of a perturbation acting on the first
equals the component computed in the first subsystem alone. -/
theorem tiComponent_uncoupled [Nonempty T] (β : ℝ) (u a : S → ℝ) (v : T → ℝ) :
    tiComponent β (fun p : S × T => u p.1 + v p.2) (fun p => a p.1)
      = tiComponent β u a := by
  unfold tiComponent
  refine intervalIntegral.integral_congr fun t _ => ?_
  have hV : (∑ r, Real.exp (-β * v r)) ≠ 0 := (partitionFn_pos β v).ne'
  have hw : ∀ s r, Real.exp (-β * (u s + v r + t * a s))
      = Real.exp (-β * (u s + t * a s)) * Real.exp (-β * v r) := by
    intro s r
    rw [← Real.exp_add]
    congr 1
    ring
  -- both Boltzmann sums factorise, and the second subsystem cancels
  have num : ∑ p : S × T, a p.1 * Real.exp (-β * (u p.1 + v p.2 + t * a p.1))
      = (∑ s, a s * Real.exp (-β * (u s + t * a s))) * ∑ r, Real.exp (-β * v r) := by
    rw [Fintype.sum_prod_type, Finset.sum_mul_sum]
    refine Finset.sum_congr rfl fun s _ => Finset.sum_congr rfl fun r _ => ?_
    rw [hw, mul_assoc]
  have den : ∑ p : S × T, Real.exp (-β * (u p.1 + v p.2 + t * a p.1))
      = (∑ s, Real.exp (-β * (u s + t * a s))) * ∑ r, Real.exp (-β * v r) := by
    rw [Fintype.sum_prod_type, Finset.sum_mul_sum]
    exact Finset.sum_congr rfl fun s _ => Finset.sum_congr rfl fun r _ => hw s r
  simp only [thermalAvg, partitionFn, Pi.add_apply, Pi.smul_apply, smul_eq_mul]
  rw [num, den, mul_div_mul_right _ _ hV]
```

A state of `S × T` is a pair $(s,r)$ with energy $u(s)+v(r)$, and the perturbation $a(s)$ acts on the first part only. At each $t$,

$$e^{-\beta(u(s)+v(r)+ta(s))}=e^{-\beta(u(s)+ta(s))}\,e^{-\beta v(r)}.$$

The sum over $r$ therefore factors out of numerator (`num`) and denominator (`den`) and cancels. The integrands agree, and so do the integrals.

```lean
/-- If `A` and `B` act on different, uncoupled subsystems, the component of `A` is the
same whether it is switched on before or after `B`. -/
theorem component_order_independent_of_uncoupled [Nonempty T] (β : ℝ) (u a : S → ℝ)
    (v b : T → ℝ) :
    tiComponent β ((fun p : S × T => u p.1 + v p.2) + fun p => b p.2) (fun p => a p.1)
      = tiComponent β (fun p : S × T => u p.1 + v p.2) (fun p => a p.1) := by
  have h : ((fun p : S × T => u p.1 + v p.2) + fun p => b p.2)
      = fun p : S × T => u p.1 + (v + b) p.2 := by
    funext p
    simp only [Pi.add_apply]
    ring
  rw [h, tiComponent_uncoupled, tiComponent_uncoupled]

end

end ThermodynamicIntegrationOrder
```

A perturbation $b(r)$ on the second part only replaces $v$ by $v+b$. By the previous theorem, the component of $a$ depends on neither, so it is the same before and after $b$ is switched on.

```lean
#print axioms ThermodynamicIntegrationOrder.components_sum_order_independent
#print axioms ThermodynamicIntegrationOrder.two_state_components
#print axioms ThermodynamicIntegrationOrder.component_order_independent_of_uncoupled
```

```
'ThermodynamicIntegrationOrder.components_sum_order_independent' depends on axioms: [propext, Classical.choice, Quot.sound]
'ThermodynamicIntegrationOrder.two_state_components' depends on axioms: [propext, Classical.choice, Quot.sound]
'ThermodynamicIntegrationOrder.component_order_independent_of_uncoupled' depends on axioms: [propext, Classical.choice, Quot.sound]
```
